# The lattice fixed-node error is at most quadratic near a nowhere-zero ground state of a finite system

Let H be a real symmetric matrix on a finite nonempty set of configurations x, and let the guide ψ be a real vector with no zero entry. The lattice fixed-node Hamiltonian H_FN deletes every off-diagonal element H(x,y) with ψ(x) H(x,y) ψ(y) > 0 and adds the sum of H(x,y) ψ(y)/ψ(x) over the deleted elements to the diagonal at x.

In Lean 4 with Mathlib:

```lean
import Mathlib

open Matrix

namespace LatticeFixedNodeQuadratic

noncomputable section

variable {ι : Type*} [Fintype ι]

/-- The infimum of the real eigenvalues of a real matrix, equal to `0` if there are none. -/
def groundEnergy (A : Matrix ι ι ℝ) : ℝ :=
  sInf {E | ∃ v : ι → ℝ, v ≠ 0 ∧ A *ᵥ v = E • v}

variable [DecidableEq ι]

/-- The matrix of frustrated hops: it keeps the off-diagonal elements of `H` with `ψ(x) H(x,y) ψ(y)
> 0` and is zero elsewhere. -/
def frustratedHops (H : Matrix ι ι ℝ) (ψ : ι → ℝ) : Matrix ι ι ℝ :=
  Matrix.of fun x y => if x ≠ y ∧ 0 < ψ x * H x y * ψ y then H x y else 0

/-- The lattice fixed-node Hamiltonian: frustrated hops are deleted, and the potential
`∑ H(x,y) ψ(y) / ψ(x)` over the deleted hops is added on the diagonal. -/
def fixedNode (H : Matrix ι ι ℝ) (ψ : ι → ℝ) : Matrix ι ι ℝ :=
  H - frustratedHops H ψ + Matrix.diagonal fun x => (frustratedHops H ψ *ᵥ ψ) x / ψ x

omit [DecidableEq ι] in
/-- A non-zero real state has positive squared norm. -/
lemma dot_self_pos {v : ι → ℝ} (hv : v ≠ 0) : 0 < v ⬝ᵥ v := by
  have h0 : 0 ≤ v ⬝ᵥ v := Finset.sum_nonneg fun i _ => mul_self_nonneg (v i)
  exact lt_of_le_of_ne h0 fun h => hv (dotProduct_self_eq_zero.mp h.symm)

/-- For a symmetric matrix of nonzero size, `groundEnergy` is an eigenvalue, and `groundEnergy`
times the squared norm of a vector is at most the energy form in that vector. -/
theorem groundEnergy_spec [Nonempty ι] {A : Matrix ι ι ℝ} (hA : A.IsSymm) :
    (∃ v : ι → ℝ, v ≠ 0 ∧ A *ᵥ v = groundEnergy A • v) ∧
      ∀ w : ι → ℝ, groundEnergy A * (w ⬝ᵥ w) ≤ w ⬝ᵥ A *ᵥ w := by
  have key : ∀ (B : Matrix ι ι ℝ) (hB : B.IsHermitian) (j : ι),
      ∃ v : ι → ℝ, v ≠ 0 ∧ B *ᵥ v = hB.eigenvalues j • v := fun B hB j =>
    ⟨(hB.eigenvectorBasis j).ofLp, fun h => hB.eigenvectorBasis.orthonormal.ne_zero j
      (PiLp.ext fun i => congrFun h i), hB.mulVec_eigenvectorBasis j⟩
  have hfin : {E : ℝ | ∃ v : ι → ℝ, v ≠ 0 ∧ A *ᵥ v = E • v}.Finite := by
    refine (Module.End.finite_hasEigenvalue (Matrix.toLin' A)).subset ?_
    rintro μ ⟨v, hv, h⟩
    exact Module.End.hasEigenvalue_of_hasEigenvector (x := v)
      ⟨Module.End.mem_eigenspace_iff.mpr (by rw [Matrix.toLin'_apply]; exact h), hv⟩
  have hA' : A.IsHermitian := (Matrix.conjTranspose_eq_transpose_of_trivial A).trans hA
  have hne : {E : ℝ | ∃ v : ι → ℝ, v ≠ 0 ∧ A *ᵥ v = E • v}.Nonempty :=
    ⟨hA'.eigenvalues (Classical.arbitrary ι), key A hA' (Classical.arbitrary ι)⟩
  refine ⟨hne.csInf_mem hfin, fun w => ?_⟩
  -- the matrix shifted by its lowest eigenvalue has no negative eigenvalue
  let D : Matrix ι ι ℝ := Matrix.diagonal fun _ => groundEnergy A
  have hD : ∀ v : ι → ℝ, D *ᵥ v = groundEnergy A • v := fun v => by
    funext x
    simp [D, Matrix.mulVec_diagonal]
  have hB : (A - D).IsHermitian := (Matrix.conjTranspose_eq_transpose_of_trivial _).trans
    (hA.sub (Matrix.isSymm_diagonal _))
  have hpsd : (A - D).PosSemidef := hB.posSemidef_iff_eigenvalues_nonneg.mpr fun j => by
    obtain ⟨u, hu, h⟩ := key _ hB j
    rw [Matrix.sub_mulVec, hD, sub_eq_iff_eq_add, ← add_smul] at h
    have hle : groundEnergy A ≤ hB.eigenvalues j + groundEnergy A :=
      csInf_le hfin.bddBelow ⟨u, hu, h⟩
    change 0 ≤ hB.eigenvalues j
    linarith
  have h := hpsd.dotProduct_mulVec_nonneg w
  rw [star_trivial, Matrix.sub_mulVec, hD, dotProduct_sub, dotProduct_smul, smul_eq_mul] at h
  linarith

omit [Fintype ι] in
/-- For a symmetric Hamiltonian the matrix of frustrated hops is symmetric. -/
lemma frustratedHops_symm {H : Matrix ι ι ℝ} (hH : H.IsSymm) (ψ : ι → ℝ) :
    (frustratedHops H ψ).IsSymm := by
  refine Matrix.IsSymm.ext fun x y => ?_
  have h : ψ y * H x y * ψ x = ψ x * H x y * ψ y := by ring
  simp only [frustratedHops, Matrix.of_apply, hH.apply x y, h, ne_comm (a := y)]

/-- For a symmetric Hamiltonian the fixed-node Hamiltonian is symmetric. -/
lemma fixedNode_symm {H : Matrix ι ι ℝ} (hH : H.IsSymm) (ψ : ι → ℝ) :
    (fixedNode H ψ).IsSymm :=
  (hH.sub (frustratedHops_symm hH ψ)).add (Matrix.isSymm_diagonal _)

/-- Action of the fixed-node Hamiltonian on a state, configuration by configuration. -/
lemma fixedNode_apply (H : Matrix ι ι ℝ) (ψ v : ι → ℝ) (x : ι) :
    (fixedNode H ψ *ᵥ v) x = (H *ᵥ v) x - (frustratedHops H ψ *ᵥ v) x
      + (frustratedHops H ψ *ᵥ ψ) x / ψ x * v x := by
  simp only [fixedNode, Matrix.add_mulVec, Matrix.sub_mulVec, Pi.add_apply, Pi.sub_apply,
    Matrix.mulVec_diagonal]

/-- The fixed-node Hamiltonian and the true one act identically on the guide. -/
theorem fixedNode_guide (H : Matrix ι ι ℝ) {ψ : ι → ℝ} (hψ : ∀ x, ψ x ≠ 0) :
    fixedNode H ψ *ᵥ ψ = H *ᵥ ψ := by
  funext x
  rw [fixedNode_apply, div_mul_cancel₀ _ (hψ x)]
  ring

/-- In every state the fixed-node energy form is at least the true one. -/
theorem energy_le_fixedNode {H : Matrix ι ι ℝ} (hH : H.IsSymm) {ψ : ι → ℝ}
    (hψ : ∀ x, ψ x ≠ 0) (v : ι → ℝ) : v ⬝ᵥ H *ᵥ v ≤ v ⬝ᵥ fixedNode H ψ *ᵥ v := by
  set P := frustratedHops H ψ with hP
  let f : ι → ι → ℝ := fun x y => P x y * (ψ y / ψ x * v x ^ 2 - v x * v y)
  have h1 : v ⬝ᵥ fixedNode H ψ *ᵥ v = v ⬝ᵥ H *ᵥ v + ∑ x, ∑ y, f x y := by
    change ∑ x, v x * (fixedNode H ψ *ᵥ v) x = ∑ x, v x * (H *ᵥ v) x + _
    rw [← Finset.sum_add_distrib]
    refine Finset.sum_congr rfl fun x _ => ?_
    have hf : ∑ y, f x y = v x ^ 2 / ψ x * (P *ᵥ ψ) x - v x * (P *ᵥ v) x := by
      change _ = v x ^ 2 / ψ x * ∑ y, P x y * ψ y - v x * ∑ y, P x y * v y
      rw [Finset.mul_sum, Finset.mul_sum, ← Finset.sum_sub_distrib]
      exact Finset.sum_congr rfl fun y _ => by simp only [f]; ring
    rw [fixedNode_apply, hf]
    ring
  -- pairing each hop with its reverse gives a complete square
  have h2 : 0 ≤ ∑ x, ∑ y, (f x y + f y x) := by
    refine Finset.sum_nonneg fun x _ => Finset.sum_nonneg fun y _ => ?_
    have hw : 0 ≤ ψ x * P x y * ψ y := by
      simp only [hP, frustratedHops, Matrix.of_apply]
      split_ifs with h
      · exact h.2.le
      · simp
    have hs : P y x = P x y := (frustratedHops_symm hH ψ).apply x y
    have hx := hψ x
    have hy := hψ y
    have he : f x y + f y x = ψ x * P x y * ψ y * (v x / ψ x - v y / ψ y) ^ 2 := by
      simp only [f, hs]
      field_simp
      ring
    rw [he]
    exact mul_nonneg hw (sq_nonneg _)
  have h3 : ∑ x, ∑ y, f y x = ∑ x, ∑ y, f x y := Finset.sum_comm
  simp only [Finset.sum_add_distrib] at h2
  linarith

/-- The lattice fixed-node energy is an upper bound to the true ground-state energy. -/
theorem groundEnergy_le_fixedNode [Nonempty ι] {H : Matrix ι ι ℝ} (hH : H.IsSymm)
    {ψ : ι → ℝ} (hψ : ∀ x, ψ x ≠ 0) : groundEnergy H ≤ groundEnergy (fixedNode H ψ) := by
  obtain ⟨u, hu, heu⟩ := (groundEnergy_spec (fixedNode_symm hH ψ)).1
  have h := ((groundEnergy_spec hH).2 u).trans (energy_le_fixedNode hH hψ u)
  rw [heu, dotProduct_smul, smul_eq_mul] at h
  exact le_of_mul_le_mul_right h (dot_self_pos hu)

/-- The fixed-node error times the squared norm of the guide `φ + e χ` is at most `e²` times
the energy form of `H - E₀` in `χ`. -/
theorem fixedNode_error_le [Nonempty ι] {H : Matrix ι ι ℝ} (hH : H.IsSymm) {φ : ι → ℝ}
    (hφ : H *ᵥ φ = groundEnergy H • φ) (χ : ι → ℝ) (e : ℝ) (hψ : ∀ x, (φ + e • χ) x ≠ 0) :
    (groundEnergy (fixedNode H (φ + e • χ)) - groundEnergy H) * ((φ + e • χ) ⬝ᵥ (φ + e • χ))
      ≤ e ^ 2 * (χ ⬝ᵥ H *ᵥ χ - groundEnergy H * (χ ⬝ᵥ χ)) := by
  -- the guide itself is the trial state
  have h := (groundEnergy_spec (fixedNode_symm hH (φ + e • χ))).2 (φ + e • χ)
  rw [fixedNode_guide H hψ] at h
  have hs : φ ⬝ᵥ H *ᵥ χ = groundEnergy H * (φ ⬝ᵥ χ) := by
    rw [Matrix.dotProduct_mulVec, ← Matrix.mulVec_transpose, hH.eq, hφ, smul_dotProduct,
      smul_eq_mul]
  -- the terms linear in `e` cancel because `φ` is an eigenvector
  have hE : (φ + e • χ) ⬝ᵥ H *ᵥ (φ + e • χ) = groundEnergy H * ((φ + e • χ) ⬝ᵥ (φ + e • χ))
      + e ^ 2 * (χ ⬝ᵥ H *ᵥ χ - groundEnergy H * (χ ⬝ᵥ χ)) := by
    simp only [Matrix.mulVec_add, Matrix.mulVec_smul, hφ, add_dotProduct, dotProduct_add,
      smul_dotProduct, dotProduct_smul, smul_eq_mul]
    linear_combination e * hs
  linarith

/-- Quadratic fixed-node error: for guides `φ + e χ` close to a nowhere-zero ground state `φ`,
the guide has no zeros and the fixed-node energy lies between `E₀` and `E₀ + C e²`. -/
theorem fixedNode_error_quadratic [Nonempty ι] {H : Matrix ι ι ℝ} (hH : H.IsSymm)
    {φ : ι → ℝ} (hφ : H *ᵥ φ = groundEnergy H • φ) (hφ0 : ∀ x, φ x ≠ 0) (χ : ι → ℝ) :
    ∃ C d : ℝ, 0 < C ∧ 0 < d ∧ ∀ e : ℝ, |e| < d →
      (∀ x, (φ + e • χ) x ≠ 0) ∧
      groundEnergy H ≤ groundEnergy (fixedNode H (φ + e • χ)) ∧
      groundEnergy (fixedNode H (φ + e • χ)) ≤ groundEnergy H + C * e ^ 2 := by
  have hN : 0 < φ ⬝ᵥ φ :=
    dot_self_pos fun h => hφ0 (Classical.arbitrary ι) (congrFun h _)
  have hK := sub_nonneg.mpr ((groundEnergy_spec hH).2 χ)
  have hc : ∀ x, Continuous fun e : ℝ => (φ + e • χ) x := fun x => by
    change Continuous fun e : ℝ => φ x + e * χ x
    fun_prop
  have hn : Continuous fun e : ℝ => (φ + e • χ) ⬝ᵥ (φ + e • χ) :=
    continuous_finsetSum _ fun x _ => (hc x).mul (hc x)
  -- near `e = 0` the guide has no zeros and keeps half its squared norm
  have h1 : ∀ᶠ e in nhds (0 : ℝ), ∀ x, (φ + e • χ) x ≠ 0 :=
    Filter.eventually_all.mpr fun x =>
      (isOpen_ne_fun (hc x) continuous_const).mem_nhds (by simpa using hφ0 x)
  have h2 : ∀ᶠ e in nhds (0 : ℝ), φ ⬝ᵥ φ / 2 < (φ + e • χ) ⬝ᵥ (φ + e • χ) :=
    (isOpen_lt continuous_const hn).mem_nhds (by
      change φ ⬝ᵥ φ / 2 < (φ + (0 : ℝ) • χ) ⬝ᵥ (φ + (0 : ℝ) • χ)
      rw [zero_smul, add_zero]
      linarith)
  obtain ⟨d, hd, h⟩ := Metric.eventually_nhds_iff.mp (h1.and h2)
  refine ⟨2 * (χ ⬝ᵥ H *ᵥ χ - groundEnergy H * (χ ⬝ᵥ χ) + 1) / (φ ⬝ᵥ φ), d,
    by positivity, hd, fun e he => ?_⟩
  obtain ⟨hψ, hnorm⟩ := h (show dist e 0 < d by rwa [Real.dist_eq, sub_zero])
  have hlow := groundEnergy_le_fixedNode hH hψ
  refine ⟨hψ, hlow, ?_⟩
  have herr := fixedNode_error_le hH hφ χ e hψ
  have h5 := mul_le_mul_of_nonneg_left hnorm.le (sub_nonneg.mpr hlow)
  rw [← sub_le_iff_le_add', div_mul_eq_mul_div, le_div_iff₀ hN]
  linarith [sq_nonneg e]

end

end LatticeFixedNodeQuadratic
```

```lean
#print axioms LatticeFixedNodeQuadratic.fixedNode_error_quadratic
-- 'LatticeFixedNodeQuadratic.fixedNode_error_quadratic' depends on axioms: [propext, Classical.choice, Quot.sound]
```

## Hamiltonian, guide and energies in the code

The type `ι` is the set of configurations, for example the occupation patterns of a finite lattice. A state is a function `ι → ℝ`, `H *ᵥ v` is H acting on v, and `v ⬝ᵥ w` is the real inner product, written ⟨v,w⟩ below. States are not normalised.

`groundEnergy` is the infimum of the eigenvalues. For a symmetric matrix, `groundEnergy_spec` shows that it is itself an eigenvalue and that it satisfies the variational bound. The deleted elements form the matrix `frustratedHops H ψ`, called P here, and `fixedNode H ψ` is H_FN. The fixed-node energy E_FN is the lowest eigenvalue of H_FN, not a Monte Carlo estimate of it.

The final theorem, `fixedNode_error_quadratic`, takes a ground state φ with Hφ = E₀φ, where E₀ is `groundEnergy H`, and assumes that φ(x) ≠ 0 for every x. Physically, every configuration kept in the model has a nonzero amplitude in the ground state; amplitudes of either sign are allowed, and E₀ may be degenerate. For each real vector χ there are then positive C and d such that, whenever |e| < d, the guide ψ = φ + eχ has no zeros and

E₀ ≤ E_FN ≤ E₀ + C e².

The constants may depend on H, φ and χ. The theorem gives no bound uniform in system size, and it does not treat ground states with zeros, complex Hamiltonians or continuum space.

For finite lattice models of this kind, the result says that a guide error of order e along a fixed direction costs at most order e² in the fixed-node energy. Statistical error is not part of the model.

## Why the fixed-node energy is an upper bound

For any state v, the definition gives

(H_FN v)(x) = (Hv)(x) − Σ_y P(x,y) v(y) + (v(x)/ψ(x)) Σ_y P(x,y) ψ(y).

This is `fixedNode_apply`. Multiplying by v(x) and summing over x gives

⟨v,H_FN v⟩ − ⟨v,Hv⟩ = Σ_x Σ_y f(x,y),

f(x,y) = P(x,y) [ψ(y) v(x)²/ψ(x) − v(x)v(y)].

Since H is symmetric, so is P (`frustratedHops_symm`), and each hop can be paired with its reverse:

f(x,y) + f(y,x) = ψ(x) P(x,y) ψ(y) [v(x)/ψ(x) − v(y)/ψ(y)]² ≥ 0.

The prefactor is nonnegative because P contains only elements for which it is positive, and zeros elsewhere. Summing over all x and y counts the double sum of f twice, so that sum is nonnegative.

It is easy to go wrong here by claiming that each f(x,y) is nonnegative by itself. With ψ(x) = ψ(y) = 1, P(x,y) = 1, v(x) = 1 and v(y) = 2, one finds f(x,y) = −1 and f(y,x) = 2. Only the pair has a definite sign.

In `energy_le_fixedNode`, `h1` is the double-sum identity, `he` is the completed square, and `h3` exchanges the two summations. Now let u be a ground state of H_FN. Then

E₀⟨u,u⟩ ≤ ⟨u,Hu⟩ ≤ ⟨u,H_FN u⟩ = E_FN⟨u,u⟩,

and dividing by ⟨u,u⟩ > 0 gives E₀ ≤ E_FN. This is `groundEnergy_le_fixedNode`.

The first inequality is the variational bound. By hand it follows from expanding u in an orthonormal eigenbasis of H. The code reaches it by showing that H − E₀ has no negative eigenvalue and is therefore positive semidefinite.

## Cancellation of the linear term

Setting v = ψ in the formula for H_FN v makes the last two terms cancel, so

H_FN ψ = Hψ.

This is `fixedNode_guide`. Using ψ = φ + eχ as the trial state for H_FN therefore gives

E_FN⟨ψ,ψ⟩ ≤ ⟨ψ,H_FN ψ⟩ = ⟨ψ,Hψ⟩.

By symmetry of H, ⟨φ,Hχ⟩ = ⟨Hφ,χ⟩ = E₀⟨φ,χ⟩, which is `hs` in the code. Hence

⟨ψ,Hψ⟩ = E₀⟨φ,φ⟩ + 2eE₀⟨φ,χ⟩ + e²⟨χ,Hχ⟩,

E₀⟨ψ,ψ⟩ = E₀⟨φ,φ⟩ + 2eE₀⟨φ,χ⟩ + e²E₀⟨χ,χ⟩.

Subtracting the second line from the first removes the constant and linear terms. With K = ⟨χ,Hχ⟩ − E₀⟨χ,χ⟩, the result is

(E_FN − E₀)⟨ψ,ψ⟩ ≤ e²K.

This is `fixedNode_error_le`. It holds for every e at which the guide has no zeros, not only for small e.

## From the norm bound to the constant C

The variational bound gives K ≥ 0. Each entry φ(x) + eχ(x) is continuous in e and nonzero at e = 0. As there are finitely many configurations, one interval around zero keeps all entries nonzero. The squared norm ⟨ψ,ψ⟩ is also continuous and equals N = ⟨φ,φ⟩ > 0 at e = 0, so after shrinking the interval it stays above N/2. The code states these two facts as `h1` and `h2`, and obtains d from their conjunction.

For |e| < d, since E_FN − E₀ ≥ 0,

(E_FN − E₀) N/2 ≤ (E_FN − E₀)⟨ψ,ψ⟩ ≤ e²K ≤ e²(K + 1).

Thus C = 2(K + 1)/N suffices. The added 1 keeps C positive when K = 0, as happens when χ is a multiple of φ.
